# With nonzero hopping and coupling, an energy-dependent kernel for one odd state gives all three dimer singlet energies

The dimer here has two electrons on two sites with one orbital each, which gives three singlet states. If its odd excitation is described by one state with an energy-independent correction, the equation for its energy has one solution, so at least two of the three singlet energies are lost when they are distinct. For nonzero hopping and nonzero coupling to the even states, the kernel below keeps all three.

```lean
import Mathlib

open Matrix Filter Topology

namespace DimerDynamicalKernel

noncomputable section

/-- Singlet Hamiltonian of the dimer in the basis covalent, even ionic, odd ionic, with hopping `t`,
repulsion `U` and a coupling `d` between the two ionic states. -/
def singletH (t U d : ℝ) : Matrix (Fin 3) (Fin 3) ℝ :=
  !![0, -2 * t, 0; -2 * t, U, d; 0, d, U]

/-- `E` is an energy of the dimer: the Hamiltonian has a nonzero eigenvector with eigenvalue `E`. -/
def IsEnergy (t U d E : ℝ) : Prop :=
  ∃ v : Fin 3 → ℝ, v ≠ 0 ∧ singletH t U d *ᵥ v = E • v

/-- Secular polynomial of the even block (covalent and even ionic states). -/
def evenDet (t U E : ℝ) : ℝ := E ^ 2 - U * E - 4 * t ^ 2

/-- Secular polynomial of the full dimer. -/
def secular (t U d E : ℝ) : ℝ := (E - U) * evenDet t U E - d ^ 2 * E

/-- Energy-dependent kernel `d²E/(E² - UE - 4t²)` of the odd excitation. Where the denominator
vanishes, Lean's division gives it the value 0. -/
def kernel (t U d E : ℝ) : ℝ := d ^ 2 * E / evenDet t U E

/-- The splitting `c = √(U² + 16t²)`. -/
def gap (t U : ℝ) : ℝ := √(U ^ 2 + 16 * t ^ 2)

/-- The upper pole position `(U + c)/2`. -/
def ePlus (t U : ℝ) : ℝ := (U + gap t U) / 2

/-- The lower pole position `(U - c)/2`. -/
def eMinus (t U : ℝ) : ℝ := (U - gap t U) / 2

/-- The characteristic determinant of the dimer is `(E - U)(E² - UE - 4t²) - d²E`. -/
theorem det_eq_secular (t U d E : ℝ) :
    (E • (1 : Matrix (Fin 3) (Fin 3) ℝ) - singletH t U d).det
      = (E - U) * (E ^ 2 - U * E - 4 * t ^ 2) - d ^ 2 * E := by
  rw [Matrix.det_fin_three]
  simp [singletH]
  ring

/-- The energies of the dimer are the zeros of its secular polynomial. -/
theorem isEnergy_iff_secular (t U d E : ℝ) :
    IsEnergy t U d E ↔ secular t U d E = 0 := by
  unfold IsEnergy secular evenDet
  rw [← det_eq_secular, ← Matrix.exists_mulVec_eq_zero_iff]
  constructor
  · rintro ⟨v, hv, h⟩
    exact ⟨v, hv, by rw [Matrix.sub_mulVec, Matrix.smul_mulVec, Matrix.one_mulVec, h, sub_self]⟩
  · rintro ⟨v, hv, h⟩
    rw [Matrix.sub_mulVec, Matrix.smul_mulVec, Matrix.one_mulVec] at h
    exact ⟨v, hv, (sub_eq_zero.mp h).symm⟩

/-- The eigenvector equation written out in the three amplitudes. -/
lemma eigen_eqs (t U d E : ℝ) (v : Fin 3 → ℝ) :
    singletH t U d *ᵥ v = E • v ↔
      -2 * t * v 1 = E * v 0 ∧ -2 * t * v 0 + U * v 1 + d * v 2 = E * v 1 ∧
        d * v 1 + U * v 2 = E * v 2 := by
  constructor
  · intro h
    have h0 := congrFun h 0
    have h1 := congrFun h 1
    have h2 := congrFun h 2
    simp [singletH, Matrix.mulVec, dotProduct, Fin.sum_univ_three] at h0 h1 h2
    exact ⟨by linear_combination h0, by linear_combination h1, by linear_combination h2⟩
  · rintro ⟨h0, h1, h2⟩
    ext i
    fin_cases i <;> simp [singletH, Matrix.mulVec, dotProduct, Fin.sum_univ_three]
    · linear_combination h0
    · linear_combination h1
    · linear_combination h2

/-- The odd ionic state is an eigenvector with energy `E` exactly when the coupling `d` vanishes
and `E = U`. -/
theorem odd_decouples_iff (t U d E : ℝ) :
    singletH t U d *ᵥ ![0, 0, 1] = E • (![0, 0, 1] : Fin 3 → ℝ) ↔ d = 0 ∧ E = U := by
  rw [eigen_eqs]
  constructor
  · rintro ⟨_, h1, h2⟩
    simp at h1 h2
    exact ⟨h1, h2.symm⟩
  · rintro ⟨rfl, rfl⟩
    simp

/-- Away from the zeros of the even block's secular polynomial, the eigenvector equation is
equivalent to fixing the even amplitudes by the odd one, which obeys an equation with the kernel. -/
theorem downfolding (t U d E : ℝ) (v : Fin 3 → ℝ) (hD : evenDet t U E ≠ 0) :
    singletH t U d *ᵥ v = E • v ↔
      v 0 = -(2 * t * d) / evenDet t U E * v 2 ∧ v 1 = d * E / evenDet t U E * v 2 ∧
        (E - U) * v 2 = kernel t U d E * v 2 := by
  have hdef : evenDet t U E = E ^ 2 - U * E - 4 * t ^ 2 := rfl
  rw [eigen_eqs]
  unfold kernel
  constructor
  · rintro ⟨a0, a1, a2⟩
    -- solve the two even equations by Cramer's rule
    have h0 : v 0 = -(2 * t * d) / evenDet t U E * v 2 := by
      rw [div_mul_eq_mul_div, eq_div_iff hD]
      linear_combination (U - E) * a0 + 2 * t * a1 + v 0 * hdef
    have h1 : v 1 = d * E / evenDet t U E * v 2 := by
      rw [div_mul_eq_mul_div, eq_div_iff hD]
      linear_combination (-E) * a1 + 2 * t * a0 + v 1 * hdef
    exact ⟨h0, h1, by linear_combination d * h1 - a2⟩
  · rintro ⟨h0, h1, h2⟩
    have e0 := h0
    have e1 := h1
    rw [div_mul_eq_mul_div, eq_div_iff hD] at e0 e1
    refine ⟨by rw [h0, h1]; ring, ?_, by linear_combination d * h1 - h2⟩
    apply mul_left_cancel₀ hD
    linear_combination (-2 * t) * e0 + (U - E) * e1 + d * v 2 * hdef

/-- For nonzero hopping and nonzero coupling, the energies of the dimer are exactly the solutions of
`E = U + d²E/(E² - UE - 4t²)` with nonzero denominator. -/
theorem isEnergy_iff_kernel (t U d E : ℝ) (ht : t ≠ 0) (hd : d ≠ 0) :
    IsEnergy t U d E ↔ evenDet t U E ≠ 0 ∧ E = U + kernel t U d E := by
  rw [isEnergy_iff_secular]
  unfold secular
  constructor
  · intro h
    -- an energy at a pole would have to vanish, but zero is not a pole
    have hD : evenDet t U E ≠ 0 := by
      intro h0
      rw [h0] at h
      have h1 : d ^ 2 * E = 0 := by linarith
      have hE : E = 0 := (mul_eq_zero.mp h1).resolve_left (pow_ne_zero 2 hd)
      unfold evenDet at h0
      rw [hE] at h0
      have h2 : t ^ 2 = 0 := by linear_combination (-1 / 4) * h0
      exact pow_ne_zero 2 ht h2
    have hk : kernel t U d E = E - U := by
      unfold kernel
      rw [div_eq_iff hD]
      linear_combination -h
    exact ⟨hD, by linarith⟩
  · rintro ⟨hD, h⟩
    have hk : kernel t U d E * evenDet t U E = d ^ 2 * E := div_mul_cancel₀ _ hD
    linear_combination evenDet t U E * h + hk

/-- The even block's secular polynomial vanishes exactly at the two pole positions, being the
product of the corresponding linear factors. -/
lemma evenDet_factor (t U E : ℝ) :
    evenDet t U E = (E - eMinus t U) * (E - ePlus t U) := by
  have hc : gap t U ^ 2 = U ^ 2 + 16 * t ^ 2 := Real.sq_sqrt (by positivity)
  unfold evenDet eMinus ePlus
  linear_combination (1 / 4) * hc

/-- For nonzero hopping the lower pole position is negative and the upper one positive. -/
lemma pole_signs (t U : ℝ) (ht : t ≠ 0) : eMinus t U < 0 ∧ 0 < ePlus t U := by
  have h : |U| < gap t U := by
    unfold gap
    apply Real.lt_sqrt_of_sq_lt
    rw [sq_abs]
    have : 0 < t ^ 2 := by positivity
    linarith
  obtain ⟨h1, h2⟩ := abs_lt.mp h
  unfold eMinus ePlus
  constructor <;> linarith

/-- For nonzero hopping and coupling, the kernel has a simple pole at `(U + c)/2` with the positive
residue `d²(U + c)/(2c)`. -/
theorem kernel_residue (t U d : ℝ) (ht : t ≠ 0) (hd : d ≠ 0) :
    0 < d ^ 2 * (U + gap t U) / (2 * gap t U) ∧
      Tendsto (fun E => (E - ePlus t U) * kernel t U d E) (𝓝[≠] (ePlus t U))
        (𝓝 (d ^ 2 * (U + gap t U) / (2 * gap t U))) := by
  obtain ⟨hm, hp⟩ := pole_signs t U ht
  have h1 : U + gap t U = 2 * ePlus t U := by unfold ePlus; ring
  have h2 : gap t U = ePlus t U - eMinus t U := by unfold ePlus eMinus; ring
  have hpm : 0 < ePlus t U - eMinus t U := by linarith
  have hr : d ^ 2 * (U + gap t U) / (2 * gap t U)
      = d ^ 2 * ePlus t U / (ePlus t U - eMinus t U) := by
    rw [h1, h2, mul_left_comm, mul_div_mul_left _ _ (two_ne_zero)]
  rw [hr]
  refine ⟨by positivity, ?_⟩
  have hc : ContinuousAt (fun E => d ^ 2 * E / (E - eMinus t U)) (ePlus t U) :=
    ContinuousAt.div (by fun_prop) (by fun_prop) hpm.ne'
  refine (hc.tendsto.mono_left nhdsWithin_le_nhds).congr' ?_
  -- off the pole the singular factor cancels
  filter_upwards [self_mem_nhdsWithin] with E hE
  have hne : E - ePlus t U ≠ 0 := sub_ne_zero.mpr hE
  unfold kernel
  rw [evenDet_factor, ← mul_div_assoc, mul_comm (E - ePlus t U) (d ^ 2 * E),
    mul_div_mul_right _ _ hne]

/-- For nonzero hopping and coupling, the dimer has exactly three energies: one below both pole
positions, one between them and one above both. -/
theorem energies_interlace_poles (t U d : ℝ) (ht : t ≠ 0) (hd : d ≠ 0) :
    ∃ E₁ E₂ E₃ : ℝ, E₁ < eMinus t U ∧ eMinus t U < E₂ ∧ E₂ < ePlus t U ∧ ePlus t U < E₃ ∧
      ∀ E, IsEnergy t U d E ↔ E = E₁ ∨ E = E₂ ∨ E = E₃ := by
  obtain ⟨hm, hp⟩ := pole_signs t U ht
  have hδ : 0 < |d| := abs_pos.mpr hd
  have hU : U = ePlus t U + eMinus t U := by unfold ePlus eMinus; ring
  have hf : ∀ E, secular t U d E = (E - (ePlus t U + eMinus t U)) *
      ((E - eMinus t U) * (E - ePlus t U)) - |d| ^ 2 * E := by
    intro E
    rw [← hU, ← evenDet_factor, sq_abs]
    rfl
  have hcont : Continuous (secular t U d) := by
    unfold secular evenDet
    fun_prop
  have hpos : 0 < 2 * |d| + ePlus t U - eMinus t U := by linarith
  -- signs of the secular polynomial at four points
  have s1 : secular t U d (eMinus t U - |d|) < 0 := by
    have h := mul_pos hδ (mul_pos hp hpos)
    rw [hf]
    linarith
  have s2 : 0 < secular t U d (eMinus t U) := by
    have h := mul_pos (pow_pos hδ 2) (neg_pos.mpr hm)
    rw [hf]
    linarith
  have s3 : secular t U d (ePlus t U) < 0 := by
    have h := mul_pos (pow_pos hδ 2) hp
    rw [hf]
    linarith
  have s4 : 0 < secular t U d (ePlus t U + |d|) := by
    have h := mul_pos hδ (mul_pos (neg_pos.mpr hm) hpos)
    rw [hf]
    linarith
  obtain ⟨E₁, ⟨_, b1⟩, z1⟩ := intermediate_value_Ioo (by linarith) hcont.continuousOn
    (show (0 : ℝ) ∈ Set.Ioo (secular t U d (eMinus t U - |d|)) (secular t U d (eMinus t U))
      from ⟨s1, s2⟩)
  obtain ⟨E₂, ⟨a2, b2⟩, z2⟩ := intermediate_value_Ioo' (by linarith) hcont.continuousOn
    (show (0 : ℝ) ∈ Set.Ioo (secular t U d (ePlus t U)) (secular t U d (eMinus t U))
      from ⟨s3, s2⟩)
  obtain ⟨E₃, ⟨a3, _⟩, z3⟩ := intermediate_value_Ioo (by linarith) hcont.continuousOn
    (show (0 : ℝ) ∈ Set.Ioo (secular t U d (ePlus t U)) (secular t U d (ePlus t U + |d|))
      from ⟨s3, s4⟩)
  -- three distinct roots of the cubic sum to the trace
  have hq : ∀ x y, secular t U d x = 0 → secular t U d y = 0 → x ≠ y →
      x ^ 2 + x * y + y ^ 2 - 2 * U * (x + y) + (U ^ 2 - 4 * t ^ 2 - d ^ 2) = 0 := by
    intro x y hx hy hxy
    apply mul_left_cancel₀ (sub_ne_zero.mpr hxy)
    unfold secular evenDet at hx hy
    linear_combination hx - hy
  have hs : ∀ z, secular t U d z = 0 → z ≠ E₁ → z ≠ E₂ → E₁ + E₂ + z = 2 * U := by
    intro z hz n1 n2
    have q1 := hq z E₁ hz z1 n1
    have q2 := hq E₂ E₁ z2 z1 (by linarith : E₁ < E₂).ne'
    apply mul_left_cancel₀ (sub_ne_zero.mpr n2)
    linear_combination q1 - q2
  refine ⟨E₁, E₂, E₃, b1, a2, b2, a3, fun E => ?_⟩
  rw [isEnergy_iff_secular]
  constructor
  · intro hE
    by_cases n1 : E = E₁
    · exact Or.inl n1
    by_cases n2 : E = E₂
    · exact Or.inr (Or.inl n2)
    have r := hs E hE n1 n2
    have r3 := hs E₃ z3 (by linarith : E₁ < E₃).ne' (by linarith : E₂ < E₃).ne'
    exact Or.inr (Or.inr (by linarith))
  · rintro (rfl | rfl | rfl) <;> assumption

end

end DimerDynamicalKernel
```

```lean
#print axioms DimerDynamicalKernel.downfolding
#print axioms DimerDynamicalKernel.isEnergy_iff_kernel
#print axioms DimerDynamicalKernel.kernel_residue
#print axioms DimerDynamicalKernel.energies_interlace_poles
```

```
'DimerDynamicalKernel.downfolding' depends on axioms: [propext, Classical.choice, Quot.sound]
'DimerDynamicalKernel.isEnergy_iff_kernel' depends on axioms: [propext, Classical.choice, Quot.sound]
'DimerDynamicalKernel.kernel_residue' depends on axioms: [propext, Classical.choice, Quot.sound]
'DimerDynamicalKernel.energies_interlace_poles' depends on axioms: [propext, Classical.choice, Quot.sound]
```

## Three singlets and their energies

The matrix `singletH t U d` describes two electrons on two sites in a singlet state. Its basis consists of the covalent state, with one electron on each site, and the even and odd combinations of the two ionic states, with both electrons on one site. In Lean the amplitudes are `v 0`, `v 1` and `v 2`, written $v_0,v_1,v_2$ here.

The hopping $t$ moves an electron between the sites, and $U$ is the repulsion of two electrons on the same site. The coupling $d$ can be read as the difference between the two site energies: site energies $\pm d/2$ put the ionic states at $U\pm d$, which mixes their even and odd combinations. The file starts from this real $3\times3$ matrix and does not derive it from a many-electron Hamiltonian.

`IsEnergy t U d E` says that a nonzero vector $v$ satisfies $Hv=Ev$. These are total energies, with the covalent diagonal element as zero; excitation energies are differences between them. Write

$$D(E)=E^2-UE-4t^2,\qquad K(E)=\frac{d^2E}{D(E)}$$

for `evenDet` and `kernel`. The main theorem, `isEnergy_iff_kernel`, says that for $t\neq0$ and $d\neq0$, $E$ is an energy exactly when $D(E)\neq0$ and $E=U+K(E)$. The sign of $U$ is free, so the usual case $t,U>0$ is included.

In this three-state model, the energy dependence of $K$ carries the even states that were eliminated. In terms of the symmetric and antisymmetric orbitals of the two sites, the even states are spanned by the two configurations with one of these orbitals doubly occupied, which differ by a double excitation; the odd state has one electron in each orbital. A frequency-dependent Bethe–Salpeter kernel can similarly bring in double excitations that a static one misses, but it is a different object from $K$. Here $K$ is a function of total energy, and for $t,d\neq0$ the lowest of the three solutions of $E=U+K(E)$ is the ground-state energy.

## Eliminating the even amplitudes

Written out by `eigen_eqs`, the eigenvector equation is

$$-2tv_1=Ev_0,\qquad -2tv_0+Uv_1+dv_2=Ev_1,\qquad dv_1+Uv_2=Ev_2.$$

For the pure odd state $(0,0,1)$ these reduce to $d=0$ and $E=U$, which is `odd_decouples_iff`: the odd state is an eigenvector only without coupling, and then its energy is $U$.

In general, the first two equations form a linear system for the even amplitudes,

$$Ev_0+2tv_1=0,\qquad 2tv_0+(E-U)v_1=dv_2,$$

with determinant $E(E-U)-4t^2=D(E)$. If $D(E)\neq0$, Cramer's rule gives

$$v_0=-\frac{2td}{D(E)}v_2,\qquad v_1=\frac{dE}{D(E)}v_2.$$

The third equation then becomes $(E-U)v_2=K(E)v_2$. The theorem `downfolding` proves this in both directions; its `linear_combination` steps multiply the equations by the Cramer coefficients. If $v_2$ were zero, the even amplitudes would vanish too, so an eigenvector has $v_2\neq0$ and $E=U+K(E)$.

## Where dividing by $D(E)$ can lose an energy

This elimination says nothing about an energy at which $D(E)=0$, and it is wrong to divide before excluding that case. The Lean proof of the main theorem therefore goes through the determinant. Expanding along the first row,

$$\det(E-H)=E\big[(E-U)^2-d^2\big]-4t^2(E-U)=(E-U)D(E)-d^2E.$$

This is `det_eq_secular`, and `isEnergy_iff_secular` identifies the zeros of this polynomial, called `secular`, with the energies.

Suppose that $E$ is an energy with $D(E)=0$. Then $d^2E=0$, so $E=0$ because $d\neq0$. But $D(0)=-4t^2\neq0$, a contradiction. Hence $D(E)\neq0$ at every energy, and dividing by it turns the secular equation into $E-U=K(E)$. Multiplying back gives the converse.

Both conditions matter. If $d=0$, the two zeros of $D$ are energies of the even block, and the kernel equation misses them. If $t=0$, the covalent state has energy $E=0$, where $D(0)=0$, and this energy is missed.

## The poles and the residue

Let $c=\sqrt{U^2+16t^2}$, called `gap`, and $E_\pm=(U\pm c)/2$, called `ePlus` and `eMinus`. Since $E_++E_-=U$ and $E_+E_-=(U^2-c^2)/4=-4t^2$,

$$D(E)=(E-E_-)(E-E_+).$$

For $t\neq0$ we have $c>|U|$, hence $E_-<0<E_+$. Away from $E_+$ the singular factor cancels, and

$$(E-E_+)K(E)=\frac{d^2E}{E-E_-}\;\longrightarrow\;\frac{d^2E_+}{E_+-E_-}=\frac{d^2(U+c)}{2c}>0$$

as $E\to E_+$. `kernel_residue` states the residue as this limit, taken over $E\neq E_+$, together with its positivity for $d\neq0$. The poles are the energies of the even block alone.

## One energy in each interval

Let $P(E)=(E-U)D(E)-d^2E$. For $t,d\neq0$, direct substitution gives

$$\begin{aligned}
P(E_--|d|)&=-|d|\,E_+(c+2|d|)<0, & P(E_-)&=-d^2E_->0,\\
P(E_+)&=-d^2E_+<0, & P(E_++|d|)&=-|d|\,E_-(c+2|d|)>0.
\end{aligned}$$

The intermediate value theorem yields zeros $E_1<E_-<E_2<E_+<E_3$, the `E₁`, `E₂` and `E₃` of `energies_interlace_poles`.

To see that there are no others, take two distinct zeros $x,y$ and divide $P(x)-P(y)=0$ by $x-y$:

$$x^2+xy+y^2-2U(x+y)+U^2-4t^2-d^2=0.$$

Let $z$ be a zero different from $E_1$ and $E_2$. Subtracting this relation for the pair $(E_2,E_1)$ from the one for $(z,E_1)$ gives $(z-E_2)(z+E_1+E_2-2U)=0$, so $z=2U-E_1-E_2$. The same holds for $E_3$, hence $z=E_3$. In the code, `hq` is the divided relation and `hs` is the resulting sum rule.
